# Two Legendre transforms erase the barrier of the double well $(x^2-1)^2$

Take a system described by one order parameter $x$, such as a magnetisation or the displacement of an ion, whose energy has two equally deep minima separated by a barrier. In dimensionless units a simple model is

$$f(x) = (x^2-1)^2,$$

with minima of height $0$ at $x=\pm1$ and a barrier of height $1$ at $x=0$. Suppose now that the field $p$ conjugate to $x$ is controlled, and not $x$ itself. The system then minimises $f(x)-p\,x$, and what is known as a function of the field is the minimum value, $-f^*(p)$, where

$$f^*(p) = \sup_x\,\bigl(p\,x - f(x)\bigr)$$

is the Legendre transform, or conjugate, of $f$. Can the energy curve be recovered from $f^*$ by transforming once more?

For this energy it can be recovered exactly where $|x|\ge 1$. The second transform, the biconjugate

$$f^{**}(x) = \sup_p\,\bigl(x\,p - f^*(p)\bigr),$$

is zero on the whole interval $[-1,1]$, so at the top of the barrier it gives $0$ where the energy is $1$. It is also the greatest convex function below $f$, which is what the common-tangent construction draws.

```lean
import Mathlib

open Set

namespace DoubleWellLegendre
```

## The transform as a real supremum

The textbook recipe for a Legendre transform solves $p=f'(x)$ for $x$ and substitutes. For a double well this equation has up to three solutions, and the recipe doesn't say which to use. The supremum settles this: at each field it uses the lowest value of $f(x)-p\,x$, which at $p=0$ is shared by the two minima, and metastable states do not enter.

```lean
/-- The Legendre transform `f*(p) = sup_x (p x - f x)`, meant for those `p` at which the values
`p x - f x` are bounded above. -/
noncomputable def legendre (f : ℝ → ℝ) (p : ℝ) : ℝ := ⨆ x, (p * x - f x)
```

In `legendre f p` the function `f` is an arbitrary map from the reals to the reals, and `⨆ x` is the supremum over all real $x$. Since the result is again such a function, the biconjugate is simply `legendre (legendre doubleWell)`; in the outer transform the position $x$ takes the place of the slope. The sign convention is that of convex analysis, so the thermodynamic potential at fixed field is $-f^*$. A real supremum in Lean has a default value when the family is unbounded, and for this reason boundedness is proved below for both transforms.

The energy itself is the quartic above. Its scales are fixed: the minima sit at $\pm1$, the barrier has height $1$, and there is no temperature and no tilt.

```lean
/-- The double-well energy `(x² - 1)²`. -/
def doubleWell (x : ℝ) : ℝ := (x ^ 2 - 1) ^ 2
```

One direction of every estimate on a supremum is immediate. If $p\,x-f(x)\le c$ for all $x$, then $c$ is an upper bound and the least upper bound does not exceed it, so $f^*(p)\le c$.

```lean
/-- A common upper bound of all `p x - f x` bounds the Legendre transform at `p`. -/
lemma legendre_le {f : ℝ → ℝ} {p c : ℝ} (h : ∀ x, p * x - f x ≤ c) : legendre f p ≤ c :=
  ciSup_le h
```

## A finite conjugate at every field

The other direction, that each member of the family lies below the supremum, needs the family to be bounded. Completing two squares gives

$$\frac{p^2}{4}+\frac54-\bigl(p\,x-f(x)\bigr) = \Bigl(\frac p2-x\Bigr)^2+\Bigl(x^2-\frac32\Bigr)^2 \ge 0.$$

To check this, expand the right side: it is $\frac{p^2}{4}-p\,x+x^4-2x^2+\frac94$, and the left side is the same because $f(x)=x^4-2x^2+1$. Hence $p\,x-f(x)\le \frac{p^2}{4}+\frac54$ for every $x$. Physically, the quartic growth of the energy keeps the order parameter finite in any field.

```lean
/-- The Legendre transform of the double well is finite at every slope `p`. -/
theorem bddAbove_doubleWell (p : ℝ) :
    BddAbove (range fun x => p * x - doubleWell x) := by
  refine ⟨p ^ 2 / 4 + 5 / 4, ?_⟩
  rintro _ ⟨x, rfl⟩
  simp only [doubleWell]
  nlinarith [sq_nonneg (p / 2 - x), sq_nonneg (x ^ 2 - 3 / 2)]
```

`BddAbove (range ...)` says that the set of values $p\,x-f(x)$ has an upper bound. The proof supplies $\frac{p^2}{4}+\frac54$ and hands the two squares to `nlinarith`, which finds the identity.

With boundedness available, each value lies below the supremum: $p\,x-f(x)\le f^*(p)$. Moving $f(x)$ to the other side gives Young's inequality,

$$p\,x\le f(x)+f^*(p)\qquad\text{for all } p \text{ and } x.$$

```lean
/-- Young's inequality for the double well: `p x ≤ f(x) + f*(p)`. -/
theorem young (p x : ℝ) : p * x ≤ doubleWell x + legendre doubleWell p := by
  have h : p * x - doubleWell x ≤ legendre doubleWell p :=
    le_ciSup (f := fun x => p * x - doubleWell x) (bddAbove_doubleWell p) x
  linarith
```

Read with $x$ fixed and $p$ running, the same inequality says $x\,p-f^*(p)\le f(x)$. The family that defines the second transform is therefore bounded, and $f(x)$ itself is an upper bound.

```lean
/-- The second Legendre transform of the double well is finite at every `x`. -/
theorem bddAbove_conjugate (x : ℝ) :
    BddAbove (range fun p => x * p - legendre doubleWell p) := by
  refine ⟨doubleWell x, ?_⟩
  rintro _ ⟨p, rfl⟩
  show x * p - legendre doubleWell p ≤ doubleWell x
  linarith [young p x]
```

So each line $x\mapsto x\,p-f^*(p)$, whose slope is the field $p$, lies below the biconjugate:

$$x\,p-f^*(p)\le f^{**}(x).$$

This is the tool for all lower bounds on $f^{**}$: choose a good field $p$ and evaluate.

```lean
/-- Every line `x p - f*(p)` lies below the biconjugate of the double well. -/
lemma line_le_biconjugate (x p : ℝ) :
    x * p - legendre doubleWell p ≤ legendre (legendre doubleWell) x :=
  le_ciSup (f := fun p => x * p - legendre doubleWell p) (bddAbove_conjugate x) p
```

## Two minima make the conjugate at least $|p|$

Young's inequality at the two minima, where $f(\pm1)=0$, gives $p\le f^*(p)$ and $-p\le f^*(p)$. Together these are

$$|p|\le f^*(p).$$

At zero field, $0\cdot x-f(x)=-f(x)\le 0$ for all $x$, so $f^*(0)\le0$; the bound just found gives $f^*(0)\ge|0|=0$. Hence $f^*(0)=0$.

```lean
/-- The conjugate of the double well is at least `|p|` at every slope `p`, and it vanishes
at zero slope. -/
theorem conjugate_bounds :
    (∀ p, |p| ≤ legendre doubleWell p) ∧ legendre doubleWell 0 = 0 := by
  have e1 : doubleWell 1 = 0 := by norm_num [doubleWell]
  have e2 : doubleWell (-1) = 0 := by norm_num [doubleWell]
  -- the two minima supply the two branches of the absolute value
  have habs : ∀ p, |p| ≤ legendre doubleWell p := fun p =>
    abs_le.mpr ⟨by linarith [young p (-1)], by linarith [young p 1]⟩
  refine ⟨habs, le_antisymm (legendre_le fun x => ?_) ?_⟩
  · have h : 0 ≤ doubleWell x := sq_nonneg _
    linarith
  · exact (abs_nonneg 0).trans (habs 0)
```

In the proof, `e1` and `e2` are the two minimum values, and `abs_le` splits the bound on $|p|$ into the two inequalities from $x=-1$ and $x=1$. The value at zero slope is obtained by `le_antisymm`, that is, from the two opposite inequalities.

Since $f^*$ vanishes at $0$ and is at least $|p|$ everywhere, its difference quotients at $0$ are at least $1$ on the right and at most $-1$ on the left, so it is not differentiable there. In the language of phase transitions, the equilibrium order parameter jumps from $-1$ to $1$ as the field passes through zero.

## Tangents that stay below the curve

Outside the minima the energy will be recovered from its tangents. The slope at $x$ is $f'(x)=4x(x^2-1)$, and the gap between the curve at $y$ and the tangent drawn at $x$ factorises. First,

$$f(y)-f(x)=(y^2-x^2)(y^2+x^2-2)=(y-x)(y+x)(y^2+x^2-2).$$

Subtracting $4x(x^2-1)(y-x)$ leaves $(y-x)$ times

$$(y+x)(y^2+x^2-2)-4x^3+4x=(y-x)\bigl(y^2+2xy+3x^2-2\bigr),$$

and therefore

$$f(y)-f(x)-4x(x^2-1)(y-x)=(y-x)^2\bigl((y+x)^2+2(x^2-1)\bigr).$$

If $|x|\ge1$, then $x^2-1\ge0$ and the right side is non-negative. The tangent at $x$ then lies below the whole curve, including the far well.

```lean
/-- At a point with `|x| ≥ 1` the tangent to the double well lies below the whole curve. -/
theorem tangent_le {x : ℝ} (hx : 1 ≤ |x|) (y : ℝ) :
    doubleWell x + 4 * x * (x ^ 2 - 1) * (y - x) ≤ doubleWell y := by
  have hx2 : 1 ≤ x ^ 2 := by
    have h := sq_abs x
    nlinarith
  -- the gap between curve and tangent factorises
  have key : 0 ≤ (y - x) ^ 2 * ((y + x) ^ 2 + 2 * (x ^ 2 - 1)) :=
    mul_nonneg (sq_nonneg _) (add_nonneg (sq_nonneg _) (by linarith))
  unfold doubleWell
  nlinarith [key]
```

The step `key` is the non-negativity of the factorised gap, and the last `nlinarith` identifies it with the difference of the two sides. No derivative appears in the Lean statement; the slope is written out as a polynomial.

The hypothesis `1 ≤ |x|` is needed. At $x=0$ the tangent is the horizontal line at height $1$, and the inequality would read $1\le f(y)$ for all $y$, which fails at $y=1$, where $f(1)=0$.

## The biconjugate in closed form

Let $|x|\le1$. For every field $p$,

$$x\,p\le|x|\,|p|\le|p|\le f^*(p),$$

so $x\,p-f^*(p)\le0$ and $f^{**}(x)\le0$. At $p=0$ the line has the value $x\cdot0-f^*(0)=0$, so $f^{**}(x)\ge0$. Hence $f^{**}(x)=0$.

Let $|x|>1$. Young's inequality gives $f^{**}(x)\le f(x)$. For the reverse, take the tangent slope $p_0=4x(x^2-1)$. That the tangent lies below the curve means

$$p_0\,y-f(y)\le p_0\,x-f(x)\qquad\text{for all } y,$$

so $f^*(p_0)\le p_0\,x-f(x)$. The line with slope $p_0$ then gives

$$f^{**}(x)\ge x\,p_0-f^*(p_0)\ge f(x).$$

Altogether,

$$f^{**}(x)=\begin{cases}0,&|x|\le1,\\ (x^2-1)^2,&|x|>1.\end{cases}$$

```lean
/-- The biconjugate of the double well is zero between the minima and equals the double well
outside them. -/
theorem biconjugate_eq (x : ℝ) :
    legendre (legendre doubleWell) x = if |x| ≤ 1 then 0 else doubleWell x := by
  split_ifs with h
  · refine le_antisymm (legendre_le fun p => ?_) ?_
    · have h1 : x * p ≤ |x| * |p| := by
        rw [← abs_mul]
        exact le_abs_self _
      have h2 : |x| * |p| ≤ 1 * |p| := mul_le_mul_of_nonneg_right h (abs_nonneg p)
      linarith [conjugate_bounds.1 p]
    · linarith [line_le_biconjugate x 0, conjugate_bounds.2]
  · refine le_antisymm (legendre_le fun p => by linarith [young p x]) ?_
    -- the slope of the tangent at `x` attains the supremum
    have hL : legendre doubleWell (4 * x * (x ^ 2 - 1)) ≤
        4 * x * (x ^ 2 - 1) * x - doubleWell x :=
      legendre_le fun y => by linarith [tangent_le (not_le.mp h).le y]
    linarith [line_le_biconjugate x (4 * x * (x ^ 2 - 1))]
```

`split_ifs` produces the two cases, and each is settled by a pair of inequalities. In the second case `hL` is the bound on $f^*(p_0)$.

## Where the energy survives

It remains to compare $f^{**}$ with $f$. For $|x|>1$ they agree by the formula. For $|x|\le1$ they agree only if $(x^2-1)^2=0$, that is, if $x=\pm1$. Thus

$$f^{**}(x)=f(x)\iff|x|\ge1.$$

```lean
/-- Two Legendre transforms give back the double-well energy at `x` exactly when `|x| ≥ 1`. -/
theorem biconjugate_eq_self_iff (x : ℝ) :
    legendre (legendre doubleWell) x = doubleWell x ↔ 1 ≤ |x| := by
  rw [biconjugate_eq]
  split_ifs with h
  · constructor
    · intro e
      have h0 : x ^ 2 - 1 = 0 := (pow_eq_zero_iff two_ne_zero).mp e.symm
      have h1 := sq_abs x
      nlinarith [abs_nonneg x]
    · intro h'
      have h1 : |x| = 1 := le_antisymm h h'
      have h2 : x ^ 2 = 1 := by
        rw [← sq_abs, h1]
        norm_num
      simp [doubleWell, h2]
  · exact ⟨fun _ => (not_le.mp h).le, fun _ => rfl⟩
```

At the centre of the barrier the two functions take the values $f^{**}(0)=0$ and $f(0)=(0-1)^2=1$.

```lean
/-- At the top of the barrier the biconjugate is `0` while the double-well energy is `1`. -/
theorem barrier_lost : legendre (legendre doubleWell) 0 = 0 ∧ doubleWell 0 = 1 := by
  constructor
  · rw [biconjugate_eq]
    simp
  · norm_num [doubleWell]
```

This is the counter-example to the rule that the Legendre transform is its own inverse. Both transforms are finite everywhere and $f$ is a smooth polynomial, so the failure comes neither from a divergence nor from a lack of smoothness. What $f$ lacks is convexity.

## The common tangent as the greatest convex lower bound

The flat piece of $f^{**}$ has a thermodynamic reading if $x$ can be averaged over coexisting phases. A mean value $x$ between the minima is then reached by a fraction $\frac{1-x}{2}$ of the phase at $-1$ and a fraction $\frac{1+x}{2}$ of the phase at $1$. With no cost for the interface, the energy of the mixture is $0$. These fractions are the lever rule, and they also carry the proof that $f^{**}$ is the greatest convex function below $f$.

First, $f^{**}$ belongs to the competition. It lies below $f$ by Young's inequality. For convexity take weights $a,b\ge0$ with $a+b=1$. For each $p$,

$$(ax+by)\,p-f^*(p)=a\bigl(x\,p-f^*(p)\bigr)+b\bigl(y\,p-f^*(p)\bigr)\le a\,f^{**}(x)+b\,f^{**}(y),$$

and taking the supremum over $p$ gives $f^{**}(ax+by)\le a\,f^{**}(x)+b\,f^{**}(y)$.

Second, no competitor is higher anywhere. Let $g$ be convex with $g\le f$. If $|x|>1$, then $g(x)\le f(x)=f^{**}(x)$. If $|x|\le1$, write $x=\frac{1-x}{2}\,(-1)+\frac{1+x}{2}\cdot1$. Convexity and $g(\pm1)\le f(\pm1)=0$ give

$$g(x)\le\frac{1-x}{2}\,g(-1)+\frac{1+x}{2}\,g(1)\le0=f^{**}(x).$$

In the Lean statement the set contains all real functions that satisfy `ConvexOn ℝ univ g`, convexity on the whole line, and lie below the double well at every point. `IsGreatest` says that the biconjugate is a member of this set and bounds every other member from above, where functions are compared point by point. The two halves of the proof follow the two steps above; `hc` is the chord inequality between the minima.

For phase stability, this describes in a one-variable model with two degenerate minima how a convex hull replaces an energy curve: the hull keeps the coexisting phases and discards the barrier between them. Because the minima are equally deep, the common tangent is horizontal here. Tilted wells, several order parameters and interfacial energy are not treated, and neither is the general theorem on biconjugates of convex functions.

```lean
/-- The biconjugate is the greatest convex function lying below the double well. -/
theorem biconjugate_isGreatest :
    IsGreatest {g : ℝ → ℝ | ConvexOn ℝ univ g ∧ ∀ x, g x ≤ doubleWell x}
      (legendre (legendre doubleWell)) := by
  constructor
  · show ConvexOn ℝ univ (legendre (legendre doubleWell)) ∧
      ∀ x, legendre (legendre doubleWell) x ≤ doubleWell x
    refine ⟨⟨convex_univ, ?_⟩, fun x => legendre_le fun p => by linarith [young p x]⟩
    -- a supremum of affine functions is convex
    intro x _ y _ a b ha hb hab
    simp only [smul_eq_mul]
    refine legendre_le fun p => ?_
    have hx := mul_le_mul_of_nonneg_left (line_le_biconjugate x p) ha
    have hy := mul_le_mul_of_nonneg_left (line_le_biconjugate y p) hb
    have e : (a + b) * legendre doubleWell p = legendre doubleWell p := by
      rw [hab, one_mul]
    linarith
  · rintro g ⟨hg, hle⟩ x
    rw [biconjugate_eq]
    split_ifs with h
    · -- between the minima, `g` lies below its chord from `-1` to `1`
      obtain ⟨hl, hr⟩ := abs_le.mp h
      have ha : 0 ≤ (1 - x) / 2 := by linarith
      have hb : 0 ≤ (1 + x) / 2 := by linarith
      have h1 : g 1 ≤ 0 := (hle 1).trans_eq (by norm_num [doubleWell])
      have h2 : g (-1) ≤ 0 := (hle (-1)).trans_eq (by norm_num [doubleWell])
      have hc := hg.2 (mem_univ (-1 : ℝ)) (mem_univ (1 : ℝ)) ha hb (by ring)
      simp only [smul_eq_mul] at hc
      rw [show (1 - x) / 2 * (-1) + (1 + x) / 2 * 1 = x by ring] at hc
      have h3 := mul_le_mul_of_nonneg_left h2 ha
      have h4 := mul_le_mul_of_nonneg_left h1 hb
      linarith
    · exact hle x

end DoubleWellLegendre
```

```lean
#print axioms DoubleWellLegendre.bddAbove_doubleWell
#print axioms DoubleWellLegendre.biconjugate_eq_self_iff
#print axioms DoubleWellLegendre.barrier_lost
#print axioms DoubleWellLegendre.biconjugate_isGreatest
```

```
'DoubleWellLegendre.bddAbove_doubleWell' depends on axioms: [propext, Classical.choice, Quot.sound]
'DoubleWellLegendre.biconjugate_eq_self_iff' depends on axioms: [propext, Classical.choice, Quot.sound]
'DoubleWellLegendre.barrier_lost' depends on axioms: [propext, Classical.choice, Quot.sound]
'DoubleWellLegendre.biconjugate_isGreatest' depends on axioms: [propext, Classical.choice, Quot.sound]
```
